# For non-scalar P and Q with P² = Q² = 1, exp(it P⊗Q) is a single Kronecker product exactly when sin 2t = 0

Two spins coupled by an Ising interaction pick up a joint phase that depends on whether they are parallel. At most times the resulting evolution cannot be written as one operation on the first spin and another on the second. At certain times it can, and a simulation may then apply two small matrices in place of one large one. The question is at which times this happens.

Let P act on the first subsystem and Q on the second, with P² = 1 and Q² = 1, as for Pauli matrices and Pauli strings. For a Hamiltonian H = −ħg P⊗Q with coupling strength g, evolution for a time τ gives exp(it P⊗Q) with t = gτ. The letter t is therefore a dimensionless angle. For every real t,

exp(it P⊗Q) = cos t · 1 + i sin t · P⊗Q.

If neither P nor Q is a multiple of the identity, this equals C⊗D for some matrices C and D exactly when sin 2t = 0, that is, when t is a multiple of π/2.

## Trotter steps and gates across a bond

When a spin-½ Hamiltonian, or a fermionic one mapped to qubits, is split into single Pauli strings, the factors of a Trotter step have this form. The closed formula replaces a general matrix exponential by two terms, for each factor whose generator is a single finite-dimensional P⊗Q with both squares equal to one.

A tensor-network code that splits such a gate across a bond needs at most two product terms. For non-scalar P and Q, one term suffices only at multiples of π/2.

## From the exponential series to the factorisation condition

**Euler's formula.** Let X² = 1 and let z be complex. Even powers of X are 1 and odd powers are X, so the exponential series splits into

Σⱼ (iz)²ʲ/(2j)! · 1 = cos z · 1,

Σⱼ (iz)²ʲ⁺¹/(2j+1)! · X = i sin z · X.

Since (P⊗Q)² = P²⊗Q² = 1, setting X = P⊗Q and z = t gives the formula for the gate.

**A nonzero minor.** Write δ for the entries of the identity. Suppose that δ_ij P_kl − δ_kl P_ij = 0 for all indices. Choosing k = l = a gives P_ij = P_aa δ_ij, so P is scalar. A non-scalar P therefore has indices with

μ = δ_ij P_kl − δ_kl P_ij ≠ 0,

and a non-scalar Q likewise has indices with

ν = δ_pq Q_rs − δ_rs Q_pq ≠ 0.

**The exchange test.** Suppose a·1 + b·P⊗Q = C⊗D, where a and b are now complex coefficients. Entry by entry,

F(ij,pq) = a δ_ij δ_pq + b P_ij Q_pq = C_ij D_pq.

The right-hand form gives

F(ij,pq) F(kl,rs) − F(ij,rs) F(kl,pq) = 0.

In the left-hand form the a² and b² terms cancel, and the mixed terms combine to ab μν. Hence ab μν = 0, and so ab = 0. Conversely, a = 0 leaves (bP)⊗Q, and b = 0 leaves (a1)⊗1.

**The angles.** With a = cos t and b = i sin t, the condition is cos t sin t = 0, which is sin 2t = 0.

**All angles at once.** If the gate is a product for every t, it is one at t = π/4, where sin 2t = 1, so P or Q must be scalar. Conversely, if P = c·1, the gate is 1⊗(cos t · 1 + ic sin t · Q). The case of scalar Q is the same with the factors exchanged.

**The two-qubit case.** A 1×1 matrix is always scalar, so the smallest case with non-scalar factors has two qubits. For P = Q = σz the gate is diagonal, with entries

e^(it), e^(−it), e^(−it), e^(it).

A diagonal product requires the first entry times the fourth to equal the second times the third. This gives e^(4it) = 1, and again t is a multiple of π/2.

## The Lean lemmas behind each step

`exp_involution` sums the even and odd series separately, joins them with `HasSum.even_add_odd`, and identifies the total with the matrix exponential. `gate_eq` applies it to P⊗Q.

`exists_minor_ne_zero` supplies μ and ν. In `isProduct_combination_iff`, `entry` is the formula for F, and the `linear_combination` under `key` carries out the exchange test. `isProduct_gate_iff` inserts the sine and cosine, and `isProduct_gate_forall_iff` uses t = π/4. `sigmaZ_witness` confirms that σz meets the conditions on P and Q: its two diagonal entries would force c = 1 and c = −1.

```lean
import Mathlib

open Matrix
open scoped Kronecker

namespace KroneckerInvolutionGate

noncomputable section

variable {m n : Type*} [Fintype m] [DecidableEq m] [Fintype n] [DecidableEq n]

/-- A matrix is scalar if it is a complex multiple of the identity. -/
def IsScalar (P : Matrix n n ℂ) : Prop := ∃ c : ℂ, P = c • (1 : Matrix n n ℂ)

/-- An operator on a composite system is a product if it is a single Kronecker product
of one matrix for each subsystem. -/
def IsProduct (M : Matrix (m × n) (m × n) ℂ) : Prop :=
  ∃ (C : Matrix m m ℂ) (D : Matrix n n ℂ), M = C ⊗ₖ D

/-- The two-body gate `exp(i t P ⊗ Q)` generated by the coupling `P ⊗ Q`. -/
def gate (P : Matrix m m ℂ) (Q : Matrix n n ℂ) (t : ℝ) : Matrix (m × n) (m × n) ℂ :=
  NormedSpace.exp (((t : ℂ) * Complex.I) • (P ⊗ₖ Q))

/-- Euler's formula for a matrix `X` with `X² = 1` and a complex angle `z`:
`exp(i z X) = cos z + i sin z X`. -/
theorem exp_involution (X : Matrix n n ℂ) (hX : X ^ 2 = 1) (z : ℂ) :
    NormedSpace.exp ((z * Complex.I) • X) =
      Complex.cos z • (1 : Matrix n n ℂ) + (Complex.I * Complex.sin z) • X := by
  -- the even powers of X are the identity, so the even terms sum to cos z times the identity
  have he : HasSum (fun j : ℕ => (((2 * j).factorial : ℂ)⁻¹) • ((z * Complex.I) • X) ^ (2 * j))
      (Complex.cos z • (1 : Matrix n n ℂ)) := by
    have h := (Complex.hasSum_cos' z).smul_const (1 : Matrix n n ℂ)
    have e : (fun j : ℕ => (((2 * j).factorial : ℂ)⁻¹) • ((z * Complex.I) • X) ^ (2 * j)) =
        fun j : ℕ => ((z * Complex.I) ^ (2 * j) / ((2 * j).factorial : ℂ)) •
          (1 : Matrix n n ℂ) := by
      funext j
      rw [smul_pow, pow_mul X, hX, one_pow, smul_smul, div_eq_inv_mul]
    rw [e]
    exact h
  -- the odd powers of X are X itself, so the odd terms sum to i sin z times X
  have ho : HasSum
      (fun j : ℕ => (((2 * j + 1).factorial : ℂ)⁻¹) • ((z * Complex.I) • X) ^ (2 * j + 1))
      ((Complex.I * Complex.sin z) • X) := by
    have h := ((Complex.hasSum_sin' z).mul_left Complex.I).smul_const X
    have hI : ∀ a : ℂ, Complex.I * (a / Complex.I) = a := fun a => by
      have := Complex.I_ne_zero
      field_simp
    have e : (fun j : ℕ =>
        (((2 * j + 1).factorial : ℂ)⁻¹) • ((z * Complex.I) • X) ^ (2 * j + 1)) =
        fun j : ℕ => (Complex.I * ((z * Complex.I) ^ (2 * j + 1) /
          ((2 * j + 1).factorial : ℂ) / Complex.I)) • X := by
      funext j
      rw [smul_pow, pow_succ X, pow_mul X, hX, one_pow, one_mul, smul_smul, hI, div_eq_inv_mul]
    rw [e]
    exact h
  have hs := HasSum.even_add_odd
    (f := fun k : ℕ => ((k.factorial : ℂ)⁻¹) • ((z * Complex.I) • X) ^ k) he ho
  exact (congrFun (NormedSpace.exp_eq_tsum (𝕂 := ℂ)) _).trans hs.tsum_eq

/-- If `P² = 1` and `Q² = 1`, then `exp(i t P ⊗ Q) = cos t + i sin t P ⊗ Q`. -/
theorem gate_eq (P : Matrix m m ℂ) (Q : Matrix n n ℂ) (hP : P ^ 2 = 1) (hQ : Q ^ 2 = 1)
    (t : ℝ) :
    gate P Q t = (Real.cos t : ℂ) • (1 : Matrix (m × n) (m × n) ℂ) +
      (Complex.I * (Real.sin t : ℂ)) • (P ⊗ₖ Q) := by
  have hPQ : (P ⊗ₖ Q) ^ 2 = 1 := by
    rw [sq, ← Matrix.mul_kronecker_mul, ← sq, ← sq, hP, hQ, Matrix.one_kronecker_one]
  have h := exp_involution (P ⊗ₖ Q) hPQ (t : ℂ)
  rw [← Complex.ofReal_cos, ← Complex.ofReal_sin] at h
  exact h

omit [Fintype n] in
/-- For a matrix that is not scalar, some two-by-two minor built from its entries and those
of the identity is nonzero. -/
theorem exists_minor_ne_zero (P : Matrix n n ℂ) (hP : ¬ IsScalar P) :
    ∃ i j k l, (1 : Matrix n n ℂ) i j * P k l - (1 : Matrix n n ℂ) k l * P i j ≠ 0 := by
  by_contra h
  apply hP
  rcases isEmpty_or_nonempty n with hn | ⟨⟨a⟩⟩
  · exact ⟨0, by ext i j; exact hn.elim i⟩
  · refine ⟨P a a, ?_⟩
    ext i j
    have h0 : (1 : Matrix n n ℂ) i j * P a a - (1 : Matrix n n ℂ) a a * P i j = 0 :=
      by_contra fun hne => h ⟨i, j, a, a, hne⟩
    rw [Matrix.one_apply_eq a] at h0
    simp only [Matrix.smul_apply, smul_eq_mul]
    linear_combination -h0

omit [Fintype m] [Fintype n] in
/-- For `P` and `Q` not scalar, the superposition `a 1 + b P ⊗ Q` is a single Kronecker
product exactly when one of its two coefficients vanishes. -/
theorem isProduct_combination_iff (P : Matrix m m ℂ) (Q : Matrix n n ℂ)
    (hP : ¬ IsScalar P) (hQ : ¬ IsScalar Q) (a b : ℂ) :
    IsProduct (a • (1 : Matrix (m × n) (m × n) ℂ) + b • (P ⊗ₖ Q)) ↔ a = 0 ∨ b = 0 := by
  constructor
  · rintro ⟨C, D, h⟩
    obtain ⟨i, j, k, l, hp⟩ := exists_minor_ne_zero P hP
    obtain ⟨p, q, r, s, hq⟩ := exists_minor_ne_zero Q hQ
    have entry : ∀ (i j : m) (p q : n),
        a * ((1 : Matrix m m ℂ) i j * (1 : Matrix n n ℂ) p q) + b * (P i j * Q p q) =
          C i j * D p q := by
      intro i j p q
      have e := congrFun (congrFun h (i, p)) (j, q)
      rw [← Matrix.one_kronecker_one] at e
      simpa only [Matrix.add_apply, Matrix.smul_apply, Matrix.kroneckerMap_apply,
        smul_eq_mul] using e
    -- exchanging the second-factor indices leaves products of entries of C ⊗ D unchanged
    have key : (a * b) *
        (((1 : Matrix m m ℂ) i j * P k l - (1 : Matrix m m ℂ) k l * P i j) *
          ((1 : Matrix n n ℂ) p q * Q r s - (1 : Matrix n n ℂ) r s * Q p q)) = 0 := by
      linear_combination
        (a * ((1 : Matrix m m ℂ) k l * (1 : Matrix n n ℂ) r s) + b * (P k l * Q r s)) *
            entry i j p q + (C i j * D p q) * entry k l r s
          - (a * ((1 : Matrix m m ℂ) k l * (1 : Matrix n n ℂ) p q) + b * (P k l * Q p q)) *
            entry i j r s - (C i j * D r s) * entry k l p q
    exact mul_eq_zero.mp ((mul_eq_zero.mp key).resolve_right (mul_ne_zero hp hq))
  · rintro (rfl | rfl)
    · exact ⟨b • P, Q, by rw [zero_smul, zero_add, Matrix.smul_kronecker]⟩
    · exact ⟨a • 1, 1, by
        rw [zero_smul, add_zero, Matrix.smul_kronecker, Matrix.one_kronecker_one]⟩

/-- Let `P² = 1` and `Q² = 1` with neither matrix scalar. The gate `exp(i t P ⊗ Q)` is a
single Kronecker product exactly when `sin 2t = 0`. -/
theorem isProduct_gate_iff (P : Matrix m m ℂ) (Q : Matrix n n ℂ) (hP : P ^ 2 = 1)
    (hQ : Q ^ 2 = 1) (hP' : ¬ IsScalar P) (hQ' : ¬ IsScalar Q) (t : ℝ) :
    IsProduct (gate P Q t) ↔ Real.sin (2 * t) = 0 := by
  rw [gate_eq P Q hP hQ, isProduct_combination_iff P Q hP' hQ', Real.sin_two_mul]
  constructor
  · rintro (h | h)
    · rw [Complex.ofReal_eq_zero.mp h, mul_zero]
    · have hs := Complex.ofReal_eq_zero.mp ((mul_eq_zero.mp h).resolve_left Complex.I_ne_zero)
      rw [hs, mul_zero, zero_mul]
  · intro h
    rcases mul_eq_zero.mp h with h | h
    · have hs : Real.sin t = 0 := by linarith
      right
      rw [hs, Complex.ofReal_zero, mul_zero]
    · left
      rw [h, Complex.ofReal_zero]

/-- For `P² = 1` and `Q² = 1`, the gate `exp(i t P ⊗ Q)` is a single Kronecker product at every real
`t` exactly when `P` or `Q` is scalar. -/
theorem isProduct_gate_forall_iff (P : Matrix m m ℂ) (Q : Matrix n n ℂ) (hP : P ^ 2 = 1)
    (hQ : Q ^ 2 = 1) :
    (∀ t : ℝ, IsProduct (gate P Q t)) ↔ IsScalar P ∨ IsScalar Q := by
  constructor
  · intro h
    by_contra hne
    -- at t = π/4 the sine of 2t equals one
    have h1 := (isProduct_gate_iff P Q hP hQ (fun h => hne (Or.inl h))
      (fun h => hne (Or.inr h)) (Real.pi / 4)).mp (h (Real.pi / 4))
    rw [show 2 * (Real.pi / 4) = Real.pi / 2 by ring, Real.sin_pi_div_two] at h1
    exact one_ne_zero h1
  · intro h t
    rw [gate_eq P Q hP hQ]
    rcases h with ⟨c, rfl⟩ | ⟨c, rfl⟩
    · refine ⟨1, (Real.cos t : ℂ) • 1 + (Complex.I * (Real.sin t : ℂ) * c) • Q, ?_⟩
      rw [Matrix.smul_kronecker, smul_smul, Matrix.kronecker_add, Matrix.kronecker_smul,
        Matrix.kronecker_smul, Matrix.one_kronecker_one]
    · refine ⟨(Real.cos t : ℂ) • 1 + (Complex.I * (Real.sin t : ℂ) * c) • P, 1, ?_⟩
      rw [Matrix.kronecker_smul, smul_smul, Matrix.add_kronecker, Matrix.smul_kronecker,
        Matrix.smul_kronecker, Matrix.one_kronecker_one]

/-- The Pauli matrix `σz`. -/
def sigmaZ : Matrix (Fin 2) (Fin 2) ℂ := !![1, 0; 0, -1]

/-- The Pauli matrix `σz` squares to the identity and is not scalar. -/
theorem sigmaZ_witness : sigmaZ ^ 2 = 1 ∧ ¬ IsScalar sigmaZ := by
  constructor
  · rw [sq]
    ext i j
    fin_cases i <;> fin_cases j <;> simp [sigmaZ, Matrix.mul_apply, Fin.sum_univ_succ]
  · rintro ⟨c, h⟩
    have h0 := congrFun (congrFun h 0) 0
    have h1 := congrFun (congrFun h 1) 1
    simp [sigmaZ] at h0 h1
    have h2 : (2 : ℂ) = 0 := by linear_combination h0 - h1
    exact two_ne_zero h2

end

end KroneckerInvolutionGate
```

```lean
#print axioms KroneckerInvolutionGate.isProduct_gate_iff
#print axioms KroneckerInvolutionGate.isProduct_gate_forall_iff
```

```
'KroneckerInvolutionGate.isProduct_gate_iff' depends on axioms: [propext, Classical.choice, Quot.sound]
'KroneckerInvolutionGate.isProduct_gate_forall_iff' depends on axioms: [propext, Classical.choice, Quot.sound]
```

## Exact factorisation of an isolated coupling

The types `m` and `n` label the basis states of the two subsystems, and pairs in `m × n` label those of the composite system. Both are finite and may differ in size. `gate P Q t` is the matrix exponential itself, so the cosine formula is a theorem about it and not its definition. `IsScalar P` says that P = c·1 for some complex c.

`IsProduct` concerns operators, not states, and places no condition on C and D. A product gate creates no entanglement from a product state, but failing to be a product is a weaker property than entangling: SWAP is not a product, yet it maps product states to product states.

P and Q need not be Hermitian. When they are, the gate is unitary; P² = 1 and Q² = 1 alone do not ensure that.

The factorisation is exact equality. The theorems give no distance to the nearest product, so they set no truncation threshold for angles close to a multiple of π/2.

The step left to the user is to identify the physical evolution with this gate. That requires the coupling P⊗Q to act alone during the step. Local fields or further couplings present at the same time change the exponential, and splitting them off by a Trotter formula generally brings an error that must be bounded separately.
